# The ring-CCD amplitude of one excitation as a convergent Catalan series for 0 < |b| ≤ a

Take a system with a single excitation. Let a be its energy before it couples to de-excitation, and let b be the coupling that creates or removes excitations in pairs. Ring coupled-cluster doubles (ring CCD) describes the correlated ground state by one amplitude t, which satisfies

b + 2at + bt² = 0.

For a = 5 and b = 3 the roots are −1/3 and −3. The physical root is −1/3, the one that vanishes when the coupling is switched off. To reach it by iteration, put S = −t and x = b/(2a) = 0.3, so that the equation becomes

S = x(1 + S²).

Inserting the equation into itself, starting from S = 0, builds up

S = x + x³ + 2x⁵ + 5x⁷ + …

The partial sums are 0.3, 0.327, 0.33186, 0.33295, on their way to 1/3. The coefficients 1, 1, 2, 5 are the Catalan numbers C_n, which count the ways in which the quadratic term can be nested.

In the random-phase approximation (RPA), a and b are the matrices A and B. The theorems below sum the series when these are single real numbers. The step from coupled matrices to numbers is not proved here; it is immediate only when A and B can be diagonalised together.

## Each order from pairs of lower orders

```lean
import Mathlib

open Finset.HasAntidiagonal (antidiagonal mem_antidiagonal)

namespace RingCCDCatalan

noncomputable section
```

The function `antidiagonal` takes a natural number n to the finite set of pairs (i, j) with i + j = n. These pairs label the products that contribute to a given order.

```lean
/-- The contribution of order `2n+1` in the reduced coupling `x` to minus the ring-CCD
amplitude: the `n`-th Catalan number times `x^(2n+1)`. -/
def ringTerm (x : ℝ) (n : ℕ) : ℝ := (catalan n : ℝ) * x ^ (2 * n + 1)
```

`ringTerm x n` is the real number C_n x^(2n+1), written c_n from here on. It contributes to −t, not to t. The letter x is the reduced coupling b/(2a), not the excitation vector X of the RPA equations.

```lean
/-- Each term of the ring series after the first, with index `n + 1`, is `x` times the sum of the
products of two terms whose indices add up to `n`. -/
theorem ringTerm_succ (x : ℝ) (n : ℕ) :
    ringTerm x (n + 1) =
      x * ∑ p ∈ antidiagonal n, ringTerm x p.1 * ringTerm x p.2 := by
  unfold ringTerm
  rw [catalan_succ', Nat.cast_sum, Finset.sum_mul, Finset.mul_sum]
  refine Finset.sum_congr rfl fun p hp => ?_
  have h : p.1 + p.2 = n := mem_antidiagonal.mp hp
  rw [← h]
  push_cast
  ring
```

In ordinary notation, the theorem says

c_(n+1) = x Σ_(i+j=n) c_i c_j.

The Catalan numbers obey C_(n+1) = Σ_(i+j=n) C_i C_j, and the powers match because 1 + (2i+1) + (2j+1) = 2n + 3. In the proof, `catalan_succ'` supplies the recursion and `ring` collects the powers.

## Truncated and complete sums

```lean
/-- For nonnegative coupling, adding one more order to the truncated series gives at most
one step `S ↦ x (1 + S²)` of the amplitude iteration. -/
theorem partialSum_succ_le {x : ℝ} (hx : 0 ≤ x) (N : ℕ) :
    ∑ n ∈ Finset.range (N + 1), ringTerm x n ≤
      x * (1 + (∑ n ∈ Finset.range N, ringTerm x n) ^ 2) := by
  have h0 : ringTerm x 0 = x := by simp [ringTerm]
  have hpos : ∀ n, 0 ≤ ringTerm x n := fun n => by unfold ringTerm; positivity
  have hdisj : Set.PairwiseDisjoint (↑(Finset.range N) : Set ℕ)
      (fun n => antidiagonal n) := by
    intro m _ n _ hmn
    rw [Function.onFun, Finset.disjoint_left]
    intro p hp hq
    exact hmn ((mem_antidiagonal.mp hp).symm.trans (mem_antidiagonal.mp hq))
  -- the triangle of pairs with i + j < N lies in the square i, j < N
  have key : ∑ n ∈ Finset.range N, ∑ p ∈ antidiagonal n,
      ringTerm x p.1 * ringTerm x p.2 ≤ (∑ n ∈ Finset.range N, ringTerm x n) ^ 2 := by
    rw [← Finset.sum_biUnion hdisj, sq, Finset.sum_mul_sum, ← Finset.sum_product']
    apply Finset.sum_le_sum_of_subset_of_nonneg
    · intro p hp
      simp only [Finset.mem_biUnion, Finset.mem_range, mem_antidiagonal] at hp
      obtain ⟨n, hn, h⟩ := hp
      simp only [Finset.mem_product, Finset.mem_range]
      constructor <;> omega
    · intro p _ _
      exact mul_nonneg (hpos _) (hpos _)
  rw [Finset.sum_range_succ', h0]
  simp only [ringTerm_succ]
  rw [← Finset.mul_sum]
  nlinarith [mul_le_mul_of_nonneg_left key hx]
```

Let S_N be the sum of the first N terms. For x ≥ 0, the claim is

S_(N+1) ≤ x(1 + S_N²).

Split off c_0 = x and apply the recursion to the rest:

S_(N+1) = x + x Σ_(n<N) Σ_(i+j=n) c_i c_j.

The double sum runs over the triangle i + j < N. The square S_N² runs over all i, j < N, which includes the triangle, and the extra products are nonnegative. The inequality `key` is this comparison; `hdisj` says that different diagonals share no pair, so the double sum can be written as one sum over pairs.

```lean
/-- Whenever the ring series converges, its sum `S` is self-consistent: `S = x (1 + S²)`. -/
theorem tsum_selfConsistent {x : ℝ} (h : Summable (ringTerm x)) :
    ∑' n, ringTerm x n = x * (1 + (∑' n, ringTerm x n) ^ 2) := by
  have h0 : ringTerm x 0 = x := by simp [ringTerm]
  have hn : Summable fun n => ‖ringTerm x n‖ := summable_norm_iff.mpr h
  have hp := tsum_mul_tsum_eq_tsum_sum_antidiagonal_of_summable_norm hn hn
  calc ∑' n, ringTerm x n = ringTerm x 0 + ∑' n, ringTerm x (n + 1) := h.tsum_eq_zero_add
    _ = x + x * ∑' n, ∑ p ∈ antidiagonal n, ringTerm x p.1 * ringTerm x p.2 := by
      rw [h0, ← tsum_mul_left]
      simp only [ringTerm_succ]
    _ = x * (1 + (∑' n, ringTerm x n) ^ 2) := by
      rw [← hp]
      ring
```

`Summable` says that the series converges, and `∑'` denotes its sum S. For real series, Lean's notion of convergence amounts to absolute convergence, so S² may be rearranged by total order (the Cauchy product). Then

S = c_0 + Σ c_(n+1) = x + xS².

The `calc` block follows this line from left to right.

## Selecting the right root

```lean
/-- For nonnegative coupling, the ring series converges to any self-consistent value
`r = x (1 + r²)` that does not exceed one. -/
theorem hasSum_of_nonneg {x r : ℝ} (hx : 0 ≤ x) (hr1 : r ≤ 1) (h : r = x * (1 + r ^ 2)) :
    HasSum (ringTerm x) r := by
  have hr : 0 ≤ r := by
    rw [h]
    positivity
  have hpos : ∀ n, 0 ≤ ringTerm x n := fun n => by unfold ringTerm; positivity
  -- no truncation overshoots r
  have bound : ∀ N, ∑ n ∈ Finset.range N, ringTerm x n ≤ r := by
    intro N
    induction N with
    | zero => simpa using hr
    | succ N ih =>
      have h2 := pow_le_pow_left₀ (Finset.sum_nonneg fun n _ => hpos n) ih 2
      nlinarith [partialSum_succ_le hx N, mul_le_mul_of_nonneg_left h2 hx]
  have hs : Summable (ringTerm x) := summable_of_sum_range_le hpos bound
  have hle : ∑' n, ringTerm x n ≤ r := le_of_tendsto' hs.hasSum.tendsto_sum_nat bound
  have hS := tsum_selfConsistent hs
  have hsum := hs.hasSum
  generalize (∑' n, ringTerm x n) = S at hle hS hsum
  -- the other root would need x (r + S) = 1, which is out of reach below r
  have heq : S = r := by
    by_contra hne
    have hlt : S < r := lt_of_le_of_ne hle hne
    have h1 : x * (r + S) = 1 := by
      apply mul_left_cancel₀ (sub_ne_zero.mpr hlt.ne')
      linear_combination hS - h
    have hx0 : 0 < x := by
      refine lt_of_le_of_ne hx fun h0 => ?_
      rw [← h0] at h1
      simp at h1
    have hx2 : x ≤ 1 / 2 := by
      by_contra hc
      have hc' : 0 < x - 1 / 2 := sub_pos.mpr (not_le.mp hc)
      have hq : 0 < 1 + r ^ 2 := by positivity
      nlinarith [mul_pos hc' hq, sq_nonneg (r - 1)]
    have h3 : 0 < 2 - (r + S) := by linarith
    nlinarith [mul_pos hx0 h3]
  rwa [heq] at hsum
```

`HasSum (ringTerm x) r` means that the series converges and has sum r. Here x ≥ 0, r ≤ 1 and r = x(1 + r²), so r ≥ 0.

First, no partial sum exceeds r. This holds for S_0 = 0, and if S_N ≤ r, then

S_(N+1) ≤ x(1 + S_N²) ≤ x(1 + r²) = r.

This induction is `bound`. Nonnegative terms with bounded partial sums converge, so S exists and S ≤ r.

Next, S and r solve the same equation. Subtraction gives

r − S = x(r − S)(r + S).

If S < r, division leaves x(r + S) = 1. But 2r ≤ 1 + r² gives x = r/(1 + r²) ≤ 1/2, while r + S < 2r ≤ 2, so x(r + S) < 1. This contradiction forces S = r.

Two tactics carry the algebra: `linear_combination` checks that an equation follows from a stated combination of known ones, and `nlinarith` derives an inequality from known inequalities and their products.

```lean
/-- For coupling of either sign, the ring series converges to any self-consistent value
`r = x (1 + r²)` of modulus at most one. -/
theorem hasSum_ringTerm {x r : ℝ} (hr : |r| ≤ 1) (h : r = x * (1 + r ^ 2)) :
    HasSum (ringTerm x) r := by
  rcases le_total 0 x with hx | hx
  · exact hasSum_of_nonneg hx (abs_le.mp hr).2 h
  · -- every order is odd in the coupling
    have h1 : HasSum (ringTerm (-x)) (-r) :=
      hasSum_of_nonneg (by linarith) (by linarith [(abs_le.mp hr).1])
        (by linear_combination -h)
    have h2 : HasSum (fun n => -ringTerm (-x) n) (- -r) := h1.neg
    have e : (fun n => -ringTerm (-x) n) = ringTerm x := by
      funext n
      unfold ringTerm
      rw [Odd.neg_pow ⟨n, rfl⟩]
      ring
    rwa [e, neg_neg] at h2
```

For x < 0, every term changes sign with x, and −r solves the equation with coupling −x. The previous theorem applies to that pair, and a final sign change returns to x and r.

## The amplitude and its range of convergence

```lean
/-- Catalan resummation: for `b ≠ 0` and `|b| ≤ a`, the amplitude `t` with
`b t = √(a² - b²) - a` solves the ring-CCD equation `b + 2at + bt² = 0` and equals minus the
convergent sum of `C_n x^(2n+1)` at `x = b/(2a)`. -/
theorem catalan_resummation {a b t : ℝ} (hb : b ≠ 0) (hab : |b| ≤ a)
    (ht : b * t = Real.sqrt (a ^ 2 - b ^ 2) - a) :
    b + 2 * a * t + b * t ^ 2 = 0 ∧ HasSum (ringTerm (b / (2 * a))) (-t) := by
  have ha : 0 < a := (abs_pos.mpr hb).trans_le hab
  have hsq : b ^ 2 ≤ a ^ 2 := sq_le_sq' (abs_le.mp hab).1 (abs_le.mp hab).2
  have hw2 : Real.sqrt (a ^ 2 - b ^ 2) ^ 2 = a ^ 2 - b ^ 2 := Real.sq_sqrt (by linarith)
  have hw0 := Real.sqrt_nonneg (a ^ 2 - b ^ 2)
  have hwa : Real.sqrt (a ^ 2 - b ^ 2) ≤ a :=
    Real.sqrt_le_iff.mpr ⟨ha.le, by nlinarith [sq_nonneg b]⟩
  generalize Real.sqrt (a ^ 2 - b ^ 2) = w at ht hw2 hw0 hwa
  have hric : b + 2 * a * t + b * t ^ 2 = 0 := by
    apply mul_left_cancel₀ hb
    linear_combination (b * t + w + a) * ht + hw2
  -- this root is the one inside the unit interval
  have ht1 : t ^ 2 ≤ 1 := by
    by_contra hc
    have hb2 : 0 < b ^ 2 := by positivity
    have e : b ^ 2 * t ^ 2 = (w - a) ^ 2 := by
      rw [← ht]
      ring
    nlinarith [mul_pos hb2 (sub_pos.mpr (not_le.mp hc)), mul_nonneg hw0 (sub_nonneg.mpr hwa)]
  have habs : |t| ≤ 1 := abs_le.mpr ⟨by nlinarith, by nlinarith⟩
  have h2a : 2 * a ≠ 0 := by positivity
  have hx : b / (2 * a) * (2 * a) = b := div_mul_cancel₀ _ h2a
  refine ⟨hric, hasSum_ringTerm (by rwa [abs_neg]) ?_⟩
  generalize b / (2 * a) = x at hx
  apply mul_left_cancel₀ h2a
  linear_combination -(1 + t ^ 2) * hx - hric
```

The hypotheses are b ≠ 0, |b| ≤ a, and

bt = √(a² − b²) − a.

Since b ≠ 0, the last one is the usual formula t = (√(a² − b²) − a)/b. The conclusion joins two statements with `∧`: t solves the ring-CCD equation, and

−t = Σ_(n≥0) C_n (b/(2a))^(2n+1).

By hand, write w = √(a² − b²), so 0 ≤ w ≤ a. Multiply the left side of the equation by b and insert bt = w − a:

b² + 2a(w − a) + (w − a)² = b² + w² − a² = 0.

Dividing by b gives `hric`. For the size of t,

b²t² = (a − w)² ≤ (a − w)(a + w) = b²,

hence |t| ≤ 1. Dividing the ring-CCD equation by 2a gives −t = x(1 + t²), and `hasSum_ringTerm` applies with r = −t.

The condition b ≠ 0 does real work. For a = 1 and b = 0, the hypothesis on t reads 0·t = 0, which t = 1 satisfies, yet the ring-CCD equation would then say 2 = 0.

```lean
/-- For `a > 0`, the ring series at `x = b/(2a)` converges exactly when `|b| ≤ a`. -/
theorem summable_iff {a b : ℝ} (ha : 0 < a) :
    Summable (ringTerm (b / (2 * a))) ↔ |b| ≤ a := by
  constructor
  · intro h
    have hS := tsum_selfConsistent h
    have hx : b / (2 * a) * (2 * a) = b := div_mul_cancel₀ _ (by positivity)
    generalize (∑' n, ringTerm (b / (2 * a)) n) = S at hS
    generalize b / (2 * a) = x at hS hx
    have e : 2 * a * S = b * (1 + S ^ 2) := by
      linear_combination 2 * a * hS + (1 + S ^ 2) * hx
    have hq : 0 < 1 + S ^ 2 := by positivity
    -- a real self-consistent sum needs a nonnegative discriminant
    refine abs_le.mpr ⟨?_, ?_⟩
    · by_contra hc
      nlinarith [mul_pos (sub_pos.mpr (not_le.mp hc)) hq, mul_nonneg ha.le (sq_nonneg (S + 1))]
    · by_contra hc
      nlinarith [mul_pos (sub_pos.mpr (not_le.mp hc)) hq, mul_nonneg ha.le (sq_nonneg (S - 1))]
  · intro hab
    by_cases hb : b = 0
    · have e : ringTerm (b / (2 * a)) = fun _ => 0 := by
        funext n
        simp [ringTerm, hb]
      rw [e]
      exact summable_zero
    · obtain ⟨t, ht⟩ : ∃ t, b * t = Real.sqrt (a ^ 2 - b ^ 2) - a :=
        ⟨(Real.sqrt (a ^ 2 - b ^ 2) - a) / b, by field_simp⟩
      exact (catalan_resummation hb hab ht).2.summable
```

For a > 0, the series converges if and only if |b| ≤ a. Suppose it converges to S. Then

2aS = b(1 + S²).

If b > a, the right side exceeds a(1 + S²), which would give a(S − 1)² < 0. If b < −a, the same argument gives a(S + 1)² < 0. Both are impossible. Conversely, for b = 0 all terms vanish, and otherwise the previous theorem supplies convergence.

In this one-excitation model, the series therefore fails exactly where the RPA frequency √(a² − b²) turns imaginary, which signals an instability of the reference state.

## Correlation energy and the edge of stability

```lean
/-- For `a > 0` and `|b| ≤ a`, the ring correlation energy `(√(a² - b²) - a)/2` is the sum
over all orders of `-(b/2) C_n x^(2n+1)` at `x = b/(2a)`. -/
theorem energy_hasSum {a b : ℝ} (ha : 0 < a) (hab : |b| ≤ a) :
    HasSum (fun n => -(b / 2) * ringTerm (b / (2 * a)) n)
      ((Real.sqrt (a ^ 2 - b ^ 2) - a) / 2) := by
  by_cases hb : b = 0
  · simp [hb, Real.sqrt_sq ha.le, hasSum_zero]
  · obtain ⟨t, ht⟩ : ∃ t, b * t = Real.sqrt (a ^ 2 - b ^ 2) - a :=
      ⟨(Real.sqrt (a ^ 2 - b ^ 2) - a) / b, by field_simp⟩
    have e : (Real.sqrt (a ^ 2 - b ^ 2) - a) / 2 = -(b / 2) * -t := by
      linear_combination -ht / 2
    rw [e]
    exact (catalan_resummation hb hab ht).2.mul_left (-(b / 2))
```

In direct ring CCD, which omits exchange, the correlation energy is bt/2, the scalar form of ½ tr(BT), where T is the amplitude matrix. This expression is taken from the theory; the theorem gives its expansion:

(√(a² − b²) − a)/2 = Σ_(n≥0) −(b/2) C_n x^(2n+1).

For b ≠ 0, it follows by multiplying the series for −t by −b/2. For b = 0, both sides vanish. With a = 5 and b = 3, the first term is −0.45 and the full energy is −0.5.

A concrete instance is direct ring CCD for H₂ in a minimal basis with real orbitals. The spin-singlet excitation has a = Δ + 2K and b = 2K, where Δ is the orbital-energy gap and K the integral (gu|gu), the repulsion of the product of the occupied orbital g and the empty orbital u with itself. For Δ > 0 and K > 0 this gives 0 < b < a, so the series converges. A solver that updates t to −b(1 + t²)/(2a), starting from t = 0, reproduces the first N terms after N updates; from the third update on, it also contains part of some later terms. Because a also contains K, an order in x is not an order in the electron repulsion.

```lean
/-- At the reduced coupling `x = 1/2`, reached for `b = a > 0`, the ring series still converges, and
its sum is one. -/
theorem hasSum_at_instability : HasSum (ringTerm (1 / 2)) 1 :=
  hasSum_ringTerm (by norm_num) (by norm_num)

end

end RingCCDCatalan
```

At x = 1/2, the value r = 1 satisfies 1 = ½(1 + 1²), so `hasSum_ringTerm` gives

Σ_(n≥0) C_n / 2^(2n+1) = 1.

This is the case b = a > 0, where the two roots merge at t = −1 and the RPA frequency is zero.

```lean
#print axioms RingCCDCatalan.catalan_resummation
#print axioms RingCCDCatalan.summable_iff
#print axioms RingCCDCatalan.energy_hasSum
#print axioms RingCCDCatalan.hasSum_at_instability
```

```
'RingCCDCatalan.catalan_resummation' depends on axioms: [propext, Classical.choice, Quot.sound]
'RingCCDCatalan.summable_iff' depends on axioms: [propext, Classical.choice, Quot.sound]
'RingCCDCatalan.energy_hasSum' depends on axioms: [propext, Classical.choice, Quot.sound]
'RingCCDCatalan.hasSum_at_instability' depends on axioms: [propext, Classical.choice, Quot.sound]
```
